# On a ring of length L with twist |θ| ≤ π, the least value of ∫|ψ'|² for normalised ψ is (θ/L)²

The ring is cut open to the interval [0,L], with L > 0, and its closure is expressed by a condition on the values of the wavefunction at the two ends:

ψ(L) = exp(iθ) ψ(0).

The real number θ is the twist. For a charged particle it stands for the phase due to the magnetic flux through the ring, after a gauge transformation has moved the vector potential into the boundary condition. The kinetic energy is ∫|ψ'|², in units where ħ²/2m = 1, and all integrals run from 0 to L.

The result gives the ground-state energy of one free, non-interacting particle under the twisted boundary conditions also used in simulations of periodic systems.

```lean
import Mathlib

open Set
open Complex (I)
open scoped Real

namespace TwistedRing
```

In Lean, ψ and ψ' are two functions `ℝ → ℂ`, of which only the values on [0,L] matter. `IsC1On L ψ ψ'` says that ψ' is the derivative of ψ there, one-sided at the ends, and is continuous. Wavefunctions with less regularity are not covered. No matching of ψ' across the cut is required; the minimiser found below satisfies it anyway.

```lean
/-- The wavefunction `ψ` is continuously differentiable on `[0, L]` with derivative `ψ'`
(one-sided at the end points). -/
structure IsC1On (L : ℝ) (ψ ψ' : ℝ → ℂ) : Prop where
  deriv : ∀ x ∈ Icc 0 L, HasDerivWithinAt ψ (ψ' x) (Icc 0 L) x
  cont : ContinuousOn ψ' (Icc 0 L)
```

The candidate minimiser is a plane wave with complex amplitude a and real wavenumber q, a exp(iqx).

```lean
/-- The plane wave `a exp(i q x)` with amplitude `a` and wavenumber `q`. -/
noncomputable def planeWave (a : ℂ) (q x : ℝ) : ℂ :=
  a * Complex.exp (((q * x : ℝ) : ℂ) * I)
```

## Plane waves and their energy

Differentiation acts separately on real and imaginary parts, which later reduces the complex problem to a real one.

```lean
/-- The real and imaginary parts of a wavefunction are differentiated separately. -/
theorem IsC1On.parts {L : ℝ} {ψ ψ' : ℝ → ℂ} (h : IsC1On L ψ ψ') :
    (∀ x ∈ Icc 0 L, HasDerivWithinAt (fun y => (ψ y).re) (ψ' x).re (Icc 0 L) x) ∧
    (∀ x ∈ Icc 0 L, HasDerivWithinAt (fun y => (ψ y).im) (ψ' x).im (Icc 0 L) x) :=
  ⟨fun x hx => Complex.reCLM.hasFDerivAt.comp_hasDerivWithinAt x (h.deriv x hx),
   fun x hx => Complex.imCLM.hasFDerivAt.comp_hasDerivWithinAt x (h.deriv x hx)⟩
```

For e(x) = a exp(iqx), the chain rule gives

e' = iq e.

```lean
/-- A plane wave is continuously differentiable, and its derivative is `i q` times itself. -/
theorem planeWave_isC1On (L : ℝ) (a : ℂ) (q : ℝ) :
    IsC1On L (planeWave a q) (fun x => (q : ℂ) * I * planeWave a q x) := by
  have hd : ∀ x : ℝ, HasDerivAt (planeWave a q) ((q : ℂ) * I * planeWave a q x) x := by
    intro x
    have h : HasDerivAt (fun y : ℝ => q * y) q x := by
      simpa using (hasDerivAt_id x).const_mul q
    have h2 := ((h.ofReal_comp.mul_const I).cexp).const_mul a
    exact h2.congr_deriv (by simp only [planeWave]; ring)
  refine ⟨fun x _ => (hd x).hasDerivWithinAt, fun x _ => ?_⟩
  exact (continuousAt_const.mul (hd x).continuousAt).continuousWithinAt
```

Since |e| = |a| everywhere,

∫|e|² = |a|²L and ∫|e'|² = q²|a|²L.

The energy of the normalised wave is therefore q².

```lean
/-- On a ring of length `L`, a plane wave has squared norm `|a|² L` and kinetic energy
`q² |a|² L`. -/
theorem planeWave_energy (L : ℝ) (a : ℂ) (q : ℝ) :
    (∫ x in (0 : ℝ)..L, ‖planeWave a q x‖ ^ 2) = ‖a‖ ^ 2 * L ∧
    (∫ x in (0 : ℝ)..L, ‖(q : ℂ) * I * planeWave a q x‖ ^ 2) = q ^ 2 * (‖a‖ ^ 2 * L) := by
  have h : ∀ x, ‖planeWave a q x‖ = ‖a‖ := fun x => by
    rw [planeWave, norm_mul, Complex.norm_exp_ofReal_mul_I, mul_one]
  constructor
  · simp only [h, intervalIntegral.integral_const, smul_eq_mul]
    ring
  · simp only [norm_mul, h, Complex.norm_real, Complex.norm_I, Real.norm_eq_abs, mul_one,
      mul_pow, sq_abs, intervalIntegral.integral_const, smul_eq_mul]
    ring
```

## Functions that vanish at both ends

Let u be real and continuously differentiable with u(0) = u(L) = 0, and let |k|L < π. Define

w(x) = −k tan(k(x − L/2)), so that w' = −k² − w².

The argument of the tangent stays strictly between −π/2 and π/2, so w is regular on [0,L]. Expanding the square and using the equation for w' gives

u'² − k²u² = (u' − wu)² + (wu²)'.

The total derivative integrates to zero because u vanishes at both ends, and the square is non-negative. Hence k²∫u² ≤ ∫u'². In the proof, `key` integrates the total derivative and `pos` records the sign of the square.

```lean
/-- A real function `u` that vanishes at both ends of `[0, L]` satisfies
`k² ∫ u² ≤ ∫ u'²` whenever `|k| L < π`. -/
theorem dirichlet_real {L k : ℝ} (hL : 0 < L) {u u' : ℝ → ℝ}
    (hu : ∀ x ∈ Icc 0 L, HasDerivWithinAt u (u' x) (Icc 0 L) x)
    (hc : ContinuousOn u' (Icc 0 L)) (h0 : u 0 = 0) (h1 : u L = 0) (hk : |k| * L < π) :
    k ^ 2 * (∫ x in (0 : ℝ)..L, u x ^ 2) ≤ ∫ x in (0 : ℝ)..L, u' x ^ 2 := by
  -- the Riccati function w = -k tan(k (x - L/2)) is regular on the whole interval
  obtain ⟨w, hw⟩ : ∃ w : ℝ → ℝ, ∀ x ∈ Icc 0 L, HasDerivAt w (-k ^ 2 - w x ^ 2) x := by
    refine ⟨fun y => -k * Real.sin (k * (y - L / 2)) / Real.cos (k * (y - L / 2)),
      fun x hx => ?_⟩
    have hb : |k * (x - L / 2)| < π / 2 := by
      have h2 : |x - L / 2| ≤ L / 2 := abs_le.2 ⟨by linarith [hx.1], by linarith [hx.2]⟩
      rw [abs_mul]
      nlinarith [mul_le_mul_of_nonneg_left h2 (abs_nonneg k)]
    have hne : Real.cos (k * (x - L / 2)) ≠ 0 :=
      (Real.cos_pos_of_mem_Ioo ⟨(abs_lt.1 hb).1, (abs_lt.1 hb).2⟩).ne'
    have hl : HasDerivAt (fun y : ℝ => k * (y - L / 2)) k x := by
      simpa using ((hasDerivAt_id x).sub_const (L / 2)).const_mul k
    have alg : ∀ s c : ℝ, c ≠ 0 →
        (-k * (c * k) * c - -k * s * (-s * k)) / c ^ 2 = -k ^ 2 - (-k * s / c) ^ 2 := by
      intro s c hc
      field_simp
    exact ((hl.sin.const_mul (-k)).fun_div hl.cos hne).congr_deriv (alg _ _ hne)
  have cw : ContinuousOn w (Icc 0 L) := fun x hx => (hw x hx).continuousAt.continuousWithinAt
  have cu : ContinuousOn u (Icc 0 L) := fun x hx => (hu x hx).continuousWithinAt
  have hd : ∀ x ∈ Ioo 0 L, HasDerivAt (fun y => w y * (u y * u y))
      ((-k ^ 2 - w x ^ 2) * (u x * u x) + w x * (2 * u x * u' x)) x := by
    intro x hx
    have h := (hu x (Ioo_subset_Icc_self hx)).hasDerivAt (Icc_mem_nhds hx.1 hx.2)
    exact ((hw x (Ioo_subset_Icc_self hx)).fun_mul (h.fun_mul h)).congr_deriv (by ring)
  have hcont : ContinuousOn (fun y => w y * (u y * u y)) (Icc 0 L) := cw.mul (cu.mul cu)
  have key := intervalIntegral.integral_eq_sub_of_hasDerivAt_of_le hL.le
    hcont hd (ContinuousOn.intervalIntegrable_of_Icc hL.le (by fun_prop))
  -- completing the square
  have pos : 0 ≤ ∫ x in (0 : ℝ)..L, (u' x ^ 2 - k ^ 2 * u x ^ 2 -
      ((-k ^ 2 - w x ^ 2) * (u x * u x) + w x * (2 * u x * u' x))) :=
    intervalIntegral.integral_nonneg hL.le
      (fun x _ => by nlinarith [sq_nonneg (u' x - w x * u x)])
  rw [intervalIntegral.integral_sub, intervalIntegral.integral_sub,
    intervalIntegral.integral_const_mul, key] at pos
  · simp only [h0, h1, mul_zero, sub_zero] at pos
    linarith
  all_goals exact ContinuousOn.intervalIntegrable_of_Icc hL.le (by fun_prop)
```

For complex χ with χ(0) = χ(L) = 0, adding the inequalities for the real and imaginary parts gives k²∫|χ|² ≤ ∫|χ'|² when |k|L < π.

To include |k|L = π, write X = k²∫|χ|² and B = ∫|χ'|², and suppose X > B. Put t = (X + B)/(2X), so that 0 ≤ t < 1. The strict case applies to tk and gives t²X ≤ B, that is,

(X + B)² ≤ 4XB, or (X − B)² ≤ 0,

which contradicts X > B.

```lean
/-- A complex wavefunction `χ` that vanishes at both ends of `[0, L]` satisfies
`k² ∫ |χ|² ≤ ∫ |χ'|²` whenever `|k| L ≤ π`. -/
theorem dirichlet_complex {L k : ℝ} (hL : 0 < L) {χ χ' : ℝ → ℂ} (h : IsC1On L χ χ')
    (h0 : χ 0 = 0) (h1 : χ L = 0) (hk : |k| * L ≤ π) :
    k ^ 2 * (∫ x in (0 : ℝ)..L, ‖χ x‖ ^ 2) ≤ ∫ x in (0 : ℝ)..L, ‖χ' x‖ ^ 2 := by
  have split : ∀ f : ℝ → ℂ, ContinuousOn f (Icc 0 L) → (∫ x in (0 : ℝ)..L, ‖f x‖ ^ 2) =
      (∫ x in (0 : ℝ)..L, (f x).re ^ 2) + ∫ x in (0 : ℝ)..L, (f x).im ^ 2 := by
    intro f hf
    simp_rw [Complex.sq_norm, Complex.normSq_apply, ← pow_two]
    exact intervalIntegral.integral_add
      (ContinuousOn.intervalIntegrable_of_Icc hL.le
        ((Complex.continuous_re.comp_continuousOn hf).pow 2))
      (ContinuousOn.intervalIntegrable_of_Icc hL.le
        ((Complex.continuous_im.comp_continuousOn hf).pow 2))
  have strict : ∀ q : ℝ, |q| * L < π →
      q ^ 2 * (∫ x in (0 : ℝ)..L, ‖χ x‖ ^ 2) ≤ ∫ x in (0 : ℝ)..L, ‖χ' x‖ ^ 2 := by
    intro q hq
    rw [split χ (fun x hx => (h.deriv x hx).continuousWithinAt), split χ' h.cont]
    have a := dirichlet_real hL h.parts.1 (Complex.continuous_re.comp_continuousOn h.cont)
      (by simp [h0]) (by simp [h1]) hq
    have b := dirichlet_real hL h.parts.2 (Complex.continuous_im.comp_continuousOn h.cont)
      (by simp [h0]) (by simp [h1]) hq
    linarith
  have hB : 0 ≤ ∫ x in (0 : ℝ)..L, ‖χ' x‖ ^ 2 :=
    intervalIntegral.integral_nonneg hL.le (fun x _ => sq_nonneg _)
  generalize (∫ x in (0 : ℝ)..L, ‖χ x‖ ^ 2) = A at *
  generalize (∫ x in (0 : ℝ)..L, ‖χ' x‖ ^ 2) = B at *
  -- the borderline |k| L = π follows by shrinking k slightly
  by_contra hcon
  obtain ⟨X, hX⟩ : ∃ X, X = k ^ 2 * A := ⟨_, rfl⟩
  rw [← hX, not_le] at hcon
  have hXpos : 0 < X := lt_of_le_of_lt hB hcon
  obtain ⟨t, ht⟩ : ∃ t, t * (2 * X) = X + B :=
    ⟨(X + B) / (2 * X), div_mul_cancel₀ _ (by positivity)⟩
  have ht0 : 0 ≤ t := by
    by_contra hn
    nlinarith [mul_pos (neg_pos.2 (not_le.1 hn)) hXpos]
  have ht1 : t < 1 := by
    by_contra hn
    nlinarith [mul_le_mul_of_nonneg_right (not_lt.1 hn) hXpos.le]
  have hs := strict (t * k) (by
    rw [abs_mul, abs_of_nonneg ht0, mul_assoc]
    nlinarith [mul_le_mul_of_nonneg_left hk ht0, mul_pos (sub_pos.2 ht1) Real.pi_pos])
  have hs' : t ^ 2 * X ≤ B := by
    rw [hX]
    linarith [show (t * k) ^ 2 * A = t ^ 2 * (k ^ 2 * A) by ring]
  have h4 : (t * (2 * X)) ^ 2 ≤ 4 * X * B := by
    nlinarith [mul_le_mul_of_nonneg_left hs' hXpos.le]
  rw [ht] at h4
  nlinarith [mul_pos (sub_pos.2 hcon) (sub_pos.2 hcon)]
```

## Removing the twist

Let e satisfy e' = ike and agree with ψ at both ends. Since |e'|² = k²|e|², expanding the squares leaves only cross terms:

|ψ'|² − k²|ψ|² − (|ψ' − e'|² − k²|ψ − e|²) = d/dx [2k Im(e* ψ)],

where e* is the complex conjugate of e. At each end e*ψ = |ψ|² is real, so the bracket vanishes there. Therefore

∫|ψ'|² − k²∫|ψ|² = ∫|ψ' − e'|² − k²∫|ψ − e|².

The Lean proof writes Im(e*ψ) in real and imaginary parts and checks the derivative with `ring`.

```lean
/-- Subtracting from `ψ` a free wave `e` of wavenumber `k` with the same boundary values
leaves `∫ |ψ'|² - k² ∫ |ψ|²` unchanged. -/
theorem subtract_wave {L k : ℝ} (hL : 0 < L) {ψ ψ' e : ℝ → ℂ} (h : IsC1On L ψ ψ')
    (he : IsC1On L e (fun x => (k : ℂ) * I * e x)) (h0 : e 0 = ψ 0) (h1 : e L = ψ L) :
    (∫ x in (0 : ℝ)..L, ‖ψ' x‖ ^ 2) - k ^ 2 * (∫ x in (0 : ℝ)..L, ‖ψ x‖ ^ 2) =
    (∫ x in (0 : ℝ)..L, ‖ψ' x - (k : ℂ) * I * e x‖ ^ 2) -
      k ^ 2 * (∫ x in (0 : ℝ)..L, ‖ψ x - e x‖ ^ 2) := by
  have cψ : ContinuousOn ψ (Icc 0 L) := fun x hx => (h.deriv x hx).continuousWithinAt
  have ce : ContinuousOn e (Icc 0 L) := fun x hx => (he.deriv x hx).continuousWithinAt
  have cψ' := h.cont
  have hcont : ContinuousOn
      (fun y => 2 * k * ((e y).re * (ψ y).im - (e y).im * (ψ y).re)) (Icc 0 L) :=
    continuousOn_const.mul
      (((Complex.continuous_re.comp_continuousOn ce).mul
        (Complex.continuous_im.comp_continuousOn cψ)).sub
      ((Complex.continuous_im.comp_continuousOn ce).mul
        (Complex.continuous_re.comp_continuousOn cψ)))
  -- the cross terms are a total derivative
  have hd : ∀ x ∈ Ioo 0 L, HasDerivAt
      (fun y => 2 * k * ((e y).re * (ψ y).im - (e y).im * (ψ y).re))
      (‖ψ' x‖ ^ 2 - k ^ 2 * ‖ψ x‖ ^ 2 -
        (‖ψ' x - (k : ℂ) * I * e x‖ ^ 2 - k ^ 2 * ‖ψ x - e x‖ ^ 2)) x := by
    intro x hx
    have hm := Icc_mem_nhds hx.1 hx.2
    have hx' := Ioo_subset_Icc_self hx
    have p := (he.parts.1 x hx').hasDerivAt hm
    have q := (he.parts.2 x hx').hasDerivAt hm
    have u := (h.parts.1 x hx').hasDerivAt hm
    have v := (h.parts.2 x hx').hasDerivAt hm
    refine (((p.fun_mul v).fun_sub (q.fun_mul u)).const_mul (2 * k)).congr_deriv ?_
    simp only [Complex.sq_norm, Complex.normSq_apply, Complex.sub_re, Complex.sub_im,
      Complex.mul_re, Complex.mul_im, Complex.ofReal_re, Complex.ofReal_im,
      Complex.I_re, Complex.I_im]
    ring
  have key := intervalIntegral.integral_eq_sub_of_hasDerivAt_of_le hL.le hcont hd
    (ContinuousOn.intervalIntegrable_of_Icc hL.le (by fun_prop))
  rw [intervalIntegral.integral_sub, intervalIntegral.integral_sub,
    intervalIntegral.integral_sub, intervalIntegral.integral_const_mul,
    intervalIntegral.integral_const_mul] at key
  · simp only [h0, h1] at key
    linarith
  all_goals exact ContinuousOn.intervalIntegrable_of_Icc hL.le (by fun_prop)
```

Now take k = θ/L and e(x) = ψ(0) exp(iθx/L). The twist condition gives e(L) = ψ(L), so χ = ψ − e vanishes at both ends. Since |k|L = |θ| ≤ π, the right-hand side above is non-negative, and

∫|ψ'|² ≥ (θ/L)² ∫|ψ|².

```lean
/-- With the twisted boundary condition `ψ(L) = exp(iθ) ψ(0)` and `|θ| ≤ π`, the kinetic
energy obeys `∫ |ψ'|² ≥ (θ/L)² ∫ |ψ|²`. -/
theorem twisted_kinetic_bound {L θ : ℝ} (hL : 0 < L) (hθ : |θ| ≤ π) {ψ ψ' : ℝ → ℂ}
    (h : IsC1On L ψ ψ') (htw : ψ L = Complex.exp (θ * I) * ψ 0) :
    (θ / L) ^ 2 * (∫ x in (0 : ℝ)..L, ‖ψ x‖ ^ 2) ≤ ∫ x in (0 : ℝ)..L, ‖ψ' x‖ ^ 2 := by
  have he := planeWave_isC1On L (ψ 0) (θ / L)
  have h0 : planeWave (ψ 0) (θ / L) 0 = ψ 0 := by simp [planeWave]
  have h1 : planeWave (ψ 0) (θ / L) L = ψ L := by
    rw [htw, planeWave, div_mul_cancel₀ _ hL.ne']
    exact mul_comm _ _
  have hres := subtract_wave hL h he h0 h1
  -- the remainder vanishes at both ends
  have hdir := dirichlet_complex (k := θ / L) hL
    (χ := fun x => ψ x - planeWave (ψ 0) (θ / L) x)
    ⟨fun x hx => (h.deriv x hx).sub (he.deriv x hx), h.cont.sub he.cont⟩
    (by simp [h0]) (by simp [h1])
    (by rw [abs_div, abs_of_pos hL, div_mul_cancel₀ _ hL.ne']; exact hθ)
  linarith
```

## The minimum and its minimiser

The wave L^(−1/2) exp(iθx/L) is normalised, satisfies the twist condition and has energy (θ/L)². `IsLeast` states both facts needed for a minimum: this value belongs to the set of energies of normalised states, and no member of the set is smaller.

```lean
/-- For `|θ| ≤ π`, the least kinetic energy `∫ |ψ'|²` of a normalised state on the ring with
twist `θ` is `(θ/L)²`. -/
theorem isLeast_kinetic {L θ : ℝ} (hL : 0 < L) (hθ : |θ| ≤ π) :
    IsLeast {T : ℝ | ∃ ψ ψ' : ℝ → ℂ, IsC1On L ψ ψ' ∧ ψ L = Complex.exp (θ * I) * ψ 0 ∧
      (∫ x in (0 : ℝ)..L, ‖ψ x‖ ^ 2) = 1 ∧ T = ∫ x in (0 : ℝ)..L, ‖ψ' x‖ ^ 2}
      ((θ / L) ^ 2) := by
  constructor
  · have hn : ‖((1 / √L : ℝ) : ℂ)‖ ^ 2 * L = 1 := by
      rw [Complex.norm_real, Real.norm_eq_abs, sq_abs, div_pow, one_pow, Real.sq_sqrt hL.le]
      exact one_div_mul_cancel hL.ne'
    have hE := planeWave_energy L ((1 / √L : ℝ) : ℂ) (θ / L)
    rw [hn, mul_one] at hE
    refine ⟨_, _, planeWave_isC1On L ((1 / √L : ℝ) : ℂ) (θ / L), ?_, hE.1, hE.2.symm⟩
    simp only [planeWave, div_mul_cancel₀ _ hL.ne', mul_zero, Complex.ofReal_zero, zero_mul,
      Complex.exp_zero, mul_one]
    exact mul_comm _ _
  · rintro T ⟨ψ, ψ', h, htw, hn, rfl⟩
    have := twisted_kinetic_bound hL hθ h htw
    rwa [hn, mul_one] at this
```

Suppose |θ| < π and equality holds. With χ = ψ − e as before, subtracting the wave gives ∫|χ'|² = (θ/L)²∫|χ|², while the inequality for vanishing ends, at k = π/L, gives

(π/L)² ∫|χ|² ≤ ∫|χ'|².

Since θ² < π², ∫|χ|² = 0, and continuity gives χ = 0 on [0,L]. Conversely, if ψ = e there, uniqueness of the derivative gives ψ' = i(θ/L)ψ, and equality follows.

```lean
/-- For `|θ| < π`, equality holds in the twisted kinetic bound exactly when
`ψ(x) = ψ(0) exp(iθx/L)` on the ring. -/
theorem twisted_equality_iff {L θ : ℝ} (hL : 0 < L) (hθ : |θ| < π) {ψ ψ' : ℝ → ℂ}
    (h : IsC1On L ψ ψ') (htw : ψ L = Complex.exp (θ * I) * ψ 0) :
    (∫ x in (0 : ℝ)..L, ‖ψ' x‖ ^ 2) = (θ / L) ^ 2 * (∫ x in (0 : ℝ)..L, ‖ψ x‖ ^ 2) ↔
      ∀ x ∈ Icc 0 L, ψ x = planeWave (ψ 0) (θ / L) x := by
  have he := planeWave_isC1On L (ψ 0) (θ / L)
  constructor
  · intro heq
    have h0 : planeWave (ψ 0) (θ / L) 0 = ψ 0 := by simp [planeWave]
    have h1 : planeWave (ψ 0) (θ / L) L = ψ L := by
      rw [htw, planeWave, div_mul_cancel₀ _ hL.ne']
      exact mul_comm _ _
    have hres := subtract_wave hL h he h0 h1
    -- compare with the larger Dirichlet wavenumber π / L
    have hdir := dirichlet_complex (k := π / L) hL
      (χ := fun x => ψ x - planeWave (ψ 0) (θ / L) x)
      ⟨fun x hx => (h.deriv x hx).sub (he.deriv x hx), h.cont.sub he.cont⟩
      (by simp [h0]) (by simp [h1])
      (by rw [abs_div, abs_of_pos hL, div_mul_cancel₀ _ hL.ne', abs_of_pos Real.pi_pos])
    have hlt : (θ / L) ^ 2 < (π / L) ^ 2 := by
      rw [div_pow, div_pow]
      have : θ ^ 2 < π ^ 2 := sq_lt_sq.2 (by rwa [abs_of_pos Real.pi_pos])
      gcongr
    intro x hx
    by_contra hne
    have cψ : ContinuousOn ψ (Icc 0 L) := fun y hy => (h.deriv y hy).continuousWithinAt
    have ce : ContinuousOn (planeWave (ψ 0) (θ / L)) (Icc 0 L) :=
      fun y hy => (he.deriv y hy).continuousWithinAt
    have hpos : 0 < ∫ y in (0 : ℝ)..L, ‖ψ y - planeWave (ψ 0) (θ / L) y‖ ^ 2 :=
      intervalIntegral.integral_pos hL ((cψ.sub ce).norm.pow 2) (fun y _ => sq_nonneg _)
        ⟨x, hx, pow_pos (norm_pos_iff.2 (sub_ne_zero.2 hne)) 2⟩
    have := mul_lt_mul_of_pos_right hlt hpos
    linarith
  · intro H
    rw [← intervalIntegral.integral_const_mul]
    refine intervalIntegral.integral_congr (fun x hx => ?_)
    rw [Set.uIcc_of_le hL.le] at hx
    have hd : ψ' x = ((θ / L : ℝ) : ℂ) * I * planeWave (ψ 0) (θ / L) x :=
      (uniqueDiffOn_Icc hL x hx).eq_deriv _ (h.deriv x hx)
        ((he.deriv x hx).congr (fun y hy => H y hy) (H x hx))
    show ‖ψ' x‖ ^ 2 = (θ / L) ^ 2 * ‖ψ x‖ ^ 2
    rw [hd, ← H x hx, norm_mul, norm_mul, Complex.norm_I, Complex.norm_real,
      Real.norm_eq_abs, mul_one, mul_pow, sq_abs]
```

At θ = π this uniqueness is lost: exp(iπx/L) and exp(−iπx/L) have the same twist and the same energy.

## A counter-example beyond θ = π

If θ > π, the wave exp(i(θ − 2π)x/L) has the same twist, because exp(−2πi) = 1. Its normalised energy is

(θ − 2π)²/L² < θ²/L².

At θ = 2π, for instance, it is the constant function, with zero kinetic energy.

```lean
/-- For `θ > π` the plane wave of wavenumber `(θ - 2π)/L` satisfies the boundary condition
with twist `θ` and has kinetic energy below `(θ/L)² ∫ |ψ|²`. -/
theorem bound_fails_beyond_pi {L θ : ℝ} (hL : 0 < L) (hθ : π < θ) :
    planeWave 1 ((θ - 2 * π) / L) L =
      Complex.exp (θ * I) * planeWave 1 ((θ - 2 * π) / L) 0 ∧
    (∫ x in (0 : ℝ)..L,
      ‖(((θ - 2 * π) / L : ℝ) : ℂ) * I * planeWave 1 ((θ - 2 * π) / L) x‖ ^ 2) <
      (θ / L) ^ 2 * (∫ x in (0 : ℝ)..L, ‖planeWave 1 ((θ - 2 * π) / L) x‖ ^ 2) := by
  constructor
  · have harg : ((θ - 2 * π : ℝ) : ℂ) * I = θ * I - 2 * π * I := by
      push_cast
      ring
    simp only [planeWave, div_mul_cancel₀ _ hL.ne', harg, Complex.exp_sub,
      Complex.exp_two_pi_mul_I, mul_zero, Complex.ofReal_zero, zero_mul, Complex.exp_zero,
      mul_one, one_mul, div_one]
  · have hE := planeWave_energy L 1 ((θ - 2 * π) / L)
    rw [hE.1, hE.2]
    have hsq : (θ - 2 * π) ^ 2 < θ ^ 2 := by
      nlinarith [mul_pos Real.pi_pos (sub_pos.2 hθ)]
    have hpos : 0 < ‖(1 : ℂ)‖ ^ 2 * L := by
      rw [norm_one, one_pow, one_mul]
      exact hL
    refine mul_lt_mul_of_pos_right ?_ hpos
    rw [div_pow, div_pow]
    gcongr

end TwistedRing
```

```lean
#print axioms TwistedRing.isLeast_kinetic
#print axioms TwistedRing.twisted_equality_iff
#print axioms TwistedRing.bound_fails_beyond_pi
```

```
'TwistedRing.isLeast_kinetic' depends on axioms: [propext, Classical.choice, Quot.sound]
'TwistedRing.twisted_equality_iff' depends on axioms: [propext, Classical.choice, Quot.sound]
'TwistedRing.bound_fails_beyond_pi' depends on axioms: [propext, Classical.choice, Quot.sound]
```
